# With positive definite hardness on a connected bond graph, the atomic charges of a split-charge model tend to those of neutral charge equilibration as the bond penalty vanishes

## Do rings spoil the small-penalty comparison?

To check a split-charge implementation, I turn the bond penalty $\kappa$ down to nearly zero and compare the atomic charges with those from an ordinary charge-equilibration solver. My molecule has rings, though. Charge sent around a ring changes no atomic charge, so at $\kappa=0$ the bond transfers aren't even unique. Can I still expect the atomic charges to approach the right values, or could they settle somewhere else?

## The atomic charges converge, with or without rings

They approach the right values if the hardness matrix is positive definite and the bonds connect all the atoms. The ambiguity at $\kappa=0$ affects the transfers, not the charges.

Let $\chi$ be the electronegativities and $A$ the symmetric hardness matrix, whose off-diagonal elements hold the interactions between atoms. Charges $q$ have the energy
$$E(q)=\chi\cdot q+\tfrac12\,q\cdot Aq .$$
Positive definiteness means that every nonzero charge pattern has a positive quadratic energy. Bond transfers $p$ produce the charges $Bp$, where $B$ is the incidence matrix, and $p(\kappa)$ minimises $E(Bp)+\frac{\kappa}{2}|p|^2$ with $|p|^2=\sum_e p_e^2$. The penalty $\kappa>0$ is the bond hardness, the cost of moving charge through a bond. From here on, $q$ is the neutral minimiser of $E$.

**Energy excess.** Let $d$ be a charge vector with zero sum. Then
$$E(q+td)=E(q)+t\,(\chi\cdot d+d\cdot Aq)+\tfrac{t^2}{2}\,d\cdot Ad .$$
All these charges are neutral, so the minimum lies at $t=0$ and the linear coefficient vanishes. At $t=1$ this leaves $E(q+d)-E(q)=\frac12\,d\cdot Ad$.

**Reaching $q$ by transfers.** Choose a root atom $r$. For each atom $v$, a chain of bonds gives transfers $P_v$ with $BP_v=e_v-e_r$, where $e_v$ is a unit charge on $v$. Set $p_0=\sum_v q_vP_v$. Then $Bp_0=q-\big(\sum_v q_v\big)e_r=q$.

**Comparing energies.** Now let $d=Bp(\kappa)-q$, which is neutral because transfers conserve charge. Since $p(\kappa)$ does at least as well as $p_0$,
$$\tfrac12\,d\cdot Ad+\tfrac{\kappa}{2}|p(\kappa)|^2\le\tfrac{\kappa}{2}|p_0|^2 .$$

**Error on one atom.** Put $w=A^{-1}e_i$. Then $d_i=d\cdot Aw$ and $w\cdot Aw=(A^{-1})_{ii}$, so the Cauchy–Schwarz inequality in the $A$-metric gives
$$d_i^2\le (A^{-1})_{ii}\,d\cdot Ad\le\kappa\,(A^{-1})_{ii}\,|p_0|^2 .$$
The right-hand side tends to zero with $\kappa$, and so does the error on every atom.

For a diatomic molecule with $A=\mathrm{diag}(a,b)$ and $a,b>0$, the transfer from atom 0 to atom 1 is $(\chi_0-\chi_1)/(a+b+\kappa)$, against $(\chi_0-\chi_1)/(a+b)$ without the penalty. For small $\kappa$ the error is proportional to $\kappa$, smaller than the $\sqrt\kappa$ bound suggests. In fact the error is at most of order $\kappa$ on every connected graph with positive definite hardness; the $\sqrt\kappa$ bound, which is all that the Lean proof needs, isn't sharp.

Connectedness matters because $q$ has to be reachable. Take the same two atoms with $\chi_0\ne\chi_1$ and remove the bond. The split-charge model then leaves both atoms uncharged for every $\kappa$, while charge equilibration still moves charge between them. On a disconnected graph the argument survives only if $q$ happens to be neutral on each fragment.

In the Lean version, `V` is the finite set of atoms and `E` the finite set of bonds, not the energy $E(q)$. Each bond runs from `src e` to `tgt e`, and a positive transfer adds charge to the target. `IsConnected` lets chains traverse bonds in either direction; rings and parallel bonds are allowed. `A.PosDef` includes symmetry. `IsNeutralMin` and `IsSplitMin` define the minimisers by their lowest energy, not by linear equations.

The theorem `tendsto_neutral_minimiser` takes a neutral minimiser `q` and any choice `p κ` of split-charge minimiser for each positive `κ`. It says that `incidence src tgt *ᵥ p κ` tends to `q` as `κ` tends to zero from above, written `𝓝[>] 0`. Existence of the minimisers is assumed in general; `diatomic_witness` supplies them explicitly for the diatomic molecule.

The result applies to split-charge models whose energy has the form above, with zero total charge, one common bond penalty and a fixed geometry; extra energy terms linear in the bond transfers aren't covered. Nor is numerical error: `p κ` is an exact minimiser, whereas a program generally returns an approximate one. Rings do matter when a program finds the transfers from the linear equations $(B^{\mathsf T}AB+\kappa I)\,p=-B^{\mathsf T}\chi$: the matrix then has $\kappa$ as an eigenvalue and becomes ill-conditioned as $\kappa$ tends to zero. The eigenvectors for this eigenvalue are ring transfers, which change no atomic charge.

```lean
import Mathlib

open Matrix Filter Topology

namespace SplitChargeSoftBondLimit

noncomputable section

variable {V E : Type*} [Fintype V] [DecidableEq V] [Fintype E]

/-- Incidence matrix of the bond graph: a unit transfer along bond `e` adds one unit of charge
to the atom `tgt e` and removes one from the atom `src e`. -/
def incidence (src tgt : E → V) : Matrix V E ℝ :=
  fun v e => (if v = tgt e then 1 else 0) - (if v = src e then 1 else 0)

/-- The bond graph is connected: any two atoms are linked by a chain of bonds, each traversed
in either direction. -/
def IsConnected (src tgt : E → V) : Prop :=
  ∀ u v, Relation.EqvGen (fun a b => ∃ e, src e = a ∧ tgt e = b) u v

/-- Charge-equilibration energy `χ·q + q·Aq/2` of the atomic charges `q`, with
electronegativities `χ` and hardness matrix `A`. -/
def atomicEnergy (χ : V → ℝ) (A : Matrix V V ℝ) (q : V → ℝ) : ℝ :=
  χ ⬝ᵥ q + (q ⬝ᵥ A *ᵥ q) / 2

/-- Split-charge energy of the bond transfers `p`: the energy of the atomic charges they
produce, plus `κ/2` times the sum of squared transfers. -/
def splitEnergy (src tgt : E → V) (χ : V → ℝ) (A : Matrix V V ℝ) (κ : ℝ) (p : E → ℝ) : ℝ :=
  atomicEnergy χ A (incidence src tgt *ᵥ p) + κ / 2 * ∑ e, p e ^ 2

/-- `q` is neutral and has the lowest charge-equilibration energy among neutral charges. -/
def IsNeutralMin (χ : V → ℝ) (A : Matrix V V ℝ) (q : V → ℝ) : Prop :=
  ∑ v, q v = 0 ∧ ∀ r : V → ℝ, ∑ v, r v = 0 → atomicEnergy χ A q ≤ atomicEnergy χ A r

/-- `p` has the lowest split-charge energy among all bond transfers. -/
def IsSplitMin (src tgt : E → V) (χ : V → ℝ) (A : Matrix V V ℝ) (κ : ℝ) (p : E → ℝ) : Prop :=
  ∀ p' : E → ℝ, splitEnergy src tgt χ A κ p ≤ splitEnergy src tgt χ A κ p'

omit [DecidableEq V] in
/-- For a positive definite hardness matrix the interaction of two charge vectors is
symmetric. -/
theorem interaction_symm {A : Matrix V V ℝ} (hA : A.PosDef) (x y : V → ℝ) :
    x ⬝ᵥ A *ᵥ y = y ⬝ᵥ A *ᵥ x := by
  have h := hA.isHermitian.eq
  rw [conjTranspose_eq_transpose_of_trivial] at h
  rw [Matrix.dotProduct_mulVec, ← Matrix.mulVec_transpose, h, dotProduct_comm]

omit [DecidableEq V] in
/-- For positive definite hardness, the energy of neutral charges `r` exceeds that of the
neutral minimiser `q` by exactly half the hardness form of `r - q`. -/
theorem energy_gap {χ : V → ℝ} {A : Matrix V V ℝ} (hA : A.PosDef) {q r : V → ℝ}
    (hq : IsNeutralMin χ A q) (hr : ∑ v, r v = 0) :
    atomicEnergy χ A r - atomicEnergy χ A q = ((r - q) ⬝ᵥ A *ᵥ (r - q)) / 2 := by
  have hqr : q + (1 : ℝ) • (r - q) = r := by simp
  have hd : ∑ v, (r - q) v = 0 := by
    simp only [Pi.sub_apply, Finset.sum_sub_distrib, hr, hq.1, sub_zero]
  have hs : 0 ≤ (r - q) ⬝ᵥ A *ᵥ (r - q) := by
    simpa only [star_trivial] using hA.posSemidef.dotProduct_mulVec_nonneg (r - q)
  generalize r - q = d at hqr hd hs ⊢
  -- the energy is a parabola along the line from `q` to `r`
  have hexp : ∀ t : ℝ, atomicEnergy χ A (q + t • d) =
      atomicEnergy χ A q + t * (χ ⬝ᵥ d + d ⬝ᵥ A *ᵥ q) + t ^ 2 / 2 * (d ⬝ᵥ A *ᵥ d) := by
    intro t
    simp only [atomicEnergy, Matrix.mulVec_add, Matrix.mulVec_smul, dotProduct_add,
      add_dotProduct, smul_dotProduct, dotProduct_smul, smul_eq_mul]
    linear_combination (t / 2) * interaction_symm hA q d
  have hmin : ∀ t : ℝ, 0 ≤ t * (χ ⬝ᵥ d + d ⬝ᵥ A *ᵥ q) + t ^ 2 / 2 * (d ⬝ᵥ A *ᵥ d) := by
    intro t
    have h := hq.2 (q + t • d) (by
      simp only [Pi.add_apply, Pi.smul_apply, smul_eq_mul, Finset.sum_add_distrib,
        ← Finset.mul_sum, hq.1, hd, mul_zero, add_zero])
    rw [hexp t] at h
    linarith
  have h1 := hexp 1
  rw [hqr] at h1
  generalize χ ⬝ᵥ d + d ⬝ᵥ A *ᵥ q = g at hmin h1
  generalize d ⬝ᵥ A *ᵥ d = s at hs hmin h1 ⊢
  -- its slope at the minimiser vanishes
  have hg : g = 0 := by
    by_contra hne
    have h := hmin (-g / (s + 1))
    have e : -g / (s + 1) * g + (-g / (s + 1)) ^ 2 / 2 * s
        = -(g ^ 2 * (s + 2) / (2 * (s + 1) ^ 2)) := by
      have : s + 1 ≠ 0 := by positivity
      field_simp
      ring
    have hpos : 0 < g ^ 2 * (s + 2) / (2 * (s + 1) ^ 2) := by positivity
    linarith
  rw [h1, hg]
  ring

/-- Bond transfers conserve the total charge. -/
theorem sum_charge (src tgt : E → V) (p : E → ℝ) :
    ∑ v, (incidence src tgt *ᵥ p) v = 0 := by
  simp only [Matrix.mulVec, dotProduct]
  rw [Finset.sum_comm]
  refine Finset.sum_eq_zero fun e _ => ?_
  rw [← Finset.sum_mul]
  simp [incidence, Finset.sum_sub_distrib]

omit [Fintype V] in
/-- If a chain of bonds links atoms `u` and `v`, some bond transfers move one unit of charge
from `u` to `v` and leave every other atom unchanged. -/
theorem path_transfer {src tgt : E → V} {u v : V}
    (h : Relation.EqvGen (fun a b => ∃ e, src e = a ∧ tgt e = b) u v) :
    ∃ p : E → ℝ, incidence src tgt *ᵥ p = Pi.single v 1 - Pi.single u 1 := by
  classical
  induction h with
  | rel x y h =>
    obtain ⟨e, rfl, rfl⟩ := h
    refine ⟨Pi.single e 1, ?_⟩
    ext w
    simp [Matrix.mulVec, dotProduct, incidence, Pi.single_apply]
  | refl x => exact ⟨0, by simp⟩
  | symm x y _ ih =>
    obtain ⟨p, hp⟩ := ih
    exact ⟨-p, by rw [Matrix.mulVec_neg, hp, neg_sub]⟩
  | trans x y z _ _ ih₁ ih₂ =>
    obtain ⟨p, hp⟩ := ih₁
    obtain ⟨p', hp'⟩ := ih₂
    exact ⟨p + p', by rw [Matrix.mulVec_add, hp, hp']; abel⟩

/-- For positive definite hardness, the squared charge on one atom is at most the diagonal
element of the inverse hardness there times the hardness form of all charges. -/
theorem sq_charge_le {A : Matrix V V ℝ} (hA : A.PosDef) (d : V → ℝ) (i : V) :
    d i ^ 2 ≤ A⁻¹ i i * (d ⬝ᵥ A *ᵥ d) := by
  have hc : 0 < A⁻¹ i i := hA.inv.diag_pos
  -- `w` is the charge vector that `A` maps to the unit vector on atom `i`
  obtain ⟨w, hAw, hwi⟩ : ∃ w : V → ℝ, A *ᵥ w = Pi.single i 1 ∧ w i = A⁻¹ i i := by
    refine ⟨A⁻¹ *ᵥ Pi.single i 1, ?_, by simp⟩
    rw [Matrix.mulVec_mulVec, Matrix.mul_nonsing_inv A hA.det_pos.ne'.isUnit, Matrix.one_mulVec]
  have hdw : d ⬝ᵥ A *ᵥ w = d i := by rw [hAw]; simp
  have hww : w ⬝ᵥ A *ᵥ w = A⁻¹ i i := by rw [hAw, ← hwi]; simp
  have hwd : w ⬝ᵥ A *ᵥ d = d i := by rw [interaction_symm hA, hdw]
  have key := hA.posSemidef.dotProduct_mulVec_nonneg (A⁻¹ i i • d - d i • w)
  simp only [star_trivial, Matrix.mulVec_sub, Matrix.mulVec_smul, dotProduct_sub,
    sub_dotProduct, smul_dotProduct, dotProduct_smul, smul_eq_mul, hdw, hww, hwd] at key
  have h : 0 ≤ A⁻¹ i i * (A⁻¹ i i * (d ⬝ᵥ A *ᵥ d) - d i ^ 2) := by linarith
  linarith [(mul_nonneg_iff_of_pos_left hc).mp h]

/-- Let the hardness be positive definite and let transfers `p₀` produce the neutral minimiser
`q`. Then the hardness form of the charge error of the split-charge minimiser `p`, plus `κ`
times its sum of squared transfers, is at most `κ` times that sum for `p₀`. -/
theorem penalty_bound {src tgt : E → V} {χ q : V → ℝ} {A : Matrix V V ℝ} {κ : ℝ}
    {p p₀ : E → ℝ} (hA : A.PosDef) (hq : IsNeutralMin χ A q)
    (hp : IsSplitMin src tgt χ A κ p) (hp₀ : incidence src tgt *ᵥ p₀ = q) :
    (incidence src tgt *ᵥ p - q) ⬝ᵥ A *ᵥ (incidence src tgt *ᵥ p - q) + κ * ∑ e, p e ^ 2
      ≤ κ * ∑ e, p₀ e ^ 2 := by
  have h := hp p₀
  have hgap := energy_gap hA hq (sum_charge src tgt p)
  simp only [splitEnergy, hp₀] at h
  linarith

/-- Let the hardness be positive definite, let `κ ≥ 0`, and let transfers `p₀` produce the neutral
minimiser `q`. Then the squared charge error of a split-charge minimiser `p` on each atom is at most
`κ` times the diagonal element of the inverse hardness there times the sum of squared transfers of
`p₀`. -/
theorem charge_error {src tgt : E → V} {χ q : V → ℝ} {A : Matrix V V ℝ} {κ : ℝ}
    {p p₀ : E → ℝ} (hA : A.PosDef) (hκ : 0 ≤ κ) (hq : IsNeutralMin χ A q)
    (hp : IsSplitMin src tgt χ A κ p) (hp₀ : incidence src tgt *ᵥ p₀ = q) (i : V) :
    ((incidence src tgt *ᵥ p) i - q i) ^ 2 ≤ κ * (A⁻¹ i i * ∑ e, p₀ e ^ 2) := by
  have hc : 0 < A⁻¹ i i := hA.inv.diag_pos
  have h1 := sq_charge_le hA (incidence src tgt *ᵥ p - q) i
  have h2 := penalty_bound hA hq hp hp₀
  have h3 : 0 ≤ κ * ∑ e, p e ^ 2 := by positivity
  have h4 := mul_le_mul_of_nonneg_left (le_of_add_le_of_nonneg_left h2 h3) hc.le
  rw [Pi.sub_apply] at h1
  linarith

/-- Soft-bond limit of split-charge equilibration: for positive definite hardness on a connected
bond graph, the optimal atomic charges converge to the neutral charge-equilibration minimiser
as the bond penalty `κ` tends to zero from above. -/
theorem tendsto_neutral_minimiser {src tgt : E → V} {χ q : V → ℝ} {A : Matrix V V ℝ}
    (hA : A.PosDef) (hG : IsConnected src tgt) (hq : IsNeutralMin χ A q)
    (p : ℝ → E → ℝ) (hp : ∀ κ > 0, IsSplitMin src tgt χ A κ (p κ)) :
    Tendsto (fun κ => incidence src tgt *ᵥ p κ) (𝓝[>] 0) (𝓝 q) := by
  -- route the charges `q` through a root atom
  obtain ⟨p₀, hp₀⟩ : ∃ p₀ : E → ℝ, incidence src tgt *ᵥ p₀ = q := by
    rcases isEmpty_or_nonempty V with hV | ⟨⟨r⟩⟩
    · exact ⟨0, Subsingleton.elim _ _⟩
    · choose P hP using fun v => path_transfer (hG r v)
      have hBP : incidence src tgt * Matrix.of (fun e v => P v e) =
          Matrix.of fun w v => (Pi.single v 1 : V → ℝ) w - (Pi.single r 1 : V → ℝ) w := by
        ext w v
        exact congrFun (hP v) w
      refine ⟨Matrix.of (fun e v => P v e) *ᵥ q, ?_⟩
      rw [Matrix.mulVec_mulVec, hBP]
      ext w
      change ∑ v, ((Pi.single v 1 : V → ℝ) w - (Pi.single r 1 : V → ℝ) w) * q v = q w
      simp only [sub_mul, Finset.sum_sub_distrib, ← Finset.mul_sum, hq.1, mul_zero, sub_zero]
      simp [Pi.single_apply]
  -- the error on each atom is squeezed by a multiple of `√κ`
  rw [tendsto_pi_nhds]
  intro i
  have hcont : Continuous fun κ : ℝ => √(κ * (A⁻¹ i i * ∑ e, p₀ e ^ 2)) := by fun_prop
  have hlim := (hcont.tendsto 0).mono_left (nhdsWithin_le_nhds (s := Set.Ioi 0))
  simp only [zero_mul, Real.sqrt_zero] at hlim
  rw [tendsto_iff_dist_tendsto_zero]
  refine squeeze_zero' (Eventually.of_forall fun _ => dist_nonneg) ?_ hlim
  filter_upwards [self_mem_nhdsWithin] with κ hκ
  rw [Real.dist_eq]
  exact Real.abs_le_sqrt (charge_error hA (le_of_lt hκ) hq (hp κ hκ) hp₀ i)

/-- Diatomic molecule with atomic hardnesses `a, b > 0` and one bond: the hardness matrix is
positive definite and the graph is connected. Moving `(χ₀ - χ₁)/(a + b)` from atom 0 to atom 1 gives
a neutral minimiser, and for `κ > 0` the transfer `(χ₀ - χ₁)/(a + b + κ)` in the same direction is a
split-charge minimiser. The hardness matrix is diagonal. -/
theorem diatomic_witness (χ : Fin 2 → ℝ) {a b : ℝ} (ha : 0 < a) (hb : 0 < b) :
    (Matrix.diagonal ![a, b]).PosDef ∧
    IsConnected (fun _ : Fin 1 => (0 : Fin 2)) (fun _ => 1) ∧
    IsNeutralMin χ (Matrix.diagonal ![a, b])
      ![-((χ 0 - χ 1) / (a + b)), (χ 0 - χ 1) / (a + b)] ∧
    ∀ κ > 0, IsSplitMin (fun _ : Fin 1 => (0 : Fin 2)) (fun _ => 1) χ
      (Matrix.diagonal ![a, b]) κ (fun _ => (χ 0 - χ 1) / (a + b + κ)) := by
  have hE : ∀ r : Fin 2 → ℝ, atomicEnergy χ (Matrix.diagonal ![a, b]) r =
      χ 0 * r 0 + χ 1 * r 1 + (a * r 0 ^ 2 + b * r 1 ^ 2) / 2 := by
    intro r
    simp [atomicEnergy, dotProduct, Matrix.mulVec_diagonal, Fin.sum_univ_two]
    ring
  have hB : ∀ p : Fin 1 → ℝ,
      incidence (fun _ : Fin 1 => (0 : Fin 2)) (fun _ => 1) *ᵥ p = ![-p 0, p 0] := by
    intro p
    ext i
    fin_cases i <;> simp [incidence, Matrix.mulVec, dotProduct]
  refine ⟨Matrix.PosDef.diagonal ?_, ?_, ?_, ?_⟩
  · intro i
    fin_cases i
    · exact ha
    · exact hb
  · have h01 : Relation.EqvGen
        (fun c d : Fin 2 => ∃ _ : Fin 1, (0 : Fin 2) = c ∧ (1 : Fin 2) = d) 0 1 :=
      .rel _ _ ⟨0, rfl, rfl⟩
    intro u v
    fin_cases u <;> fin_cases v
    exacts [.refl _, h01, .symm _ _ h01, .refl _]
  · generalize hx : (χ 0 - χ 1) / (a + b) = x
    have h0 : χ 0 = χ 1 + x * (a + b) := by
      rw [← hx, div_mul_cancel₀ _ (by positivity : a + b ≠ 0)]
      ring
    refine ⟨by simp [Fin.sum_univ_two], fun r hr => ?_⟩
    rw [Fin.sum_univ_two] at hr
    have hr0 : r 0 = -r 1 := by linarith
    rw [hE, hE, hr0, h0]
    simp only [Matrix.cons_val_zero, Matrix.cons_val_one]
    -- the excess energy is a perfect square
    nlinarith [mul_nonneg (add_pos ha hb).le (sq_nonneg (r 1 - x))]
  · intro κ hκ
    generalize hx : (χ 0 - χ 1) / (a + b + κ) = x
    have h0 : χ 0 = χ 1 + x * (a + b + κ) := by
      rw [← hx, div_mul_cancel₀ _ (by positivity : a + b + κ ≠ 0)]
      ring
    intro p'
    simp only [splitEnergy, hB, hE, Fin.sum_univ_one, Matrix.cons_val_zero, Matrix.cons_val_one]
    rw [h0]
    nlinarith [mul_nonneg (add_pos (add_pos ha hb) hκ).le (sq_nonneg (p' 0 - x))]

end

end SplitChargeSoftBondLimit
```

```lean
#print axioms SplitChargeSoftBondLimit.tendsto_neutral_minimiser
```

```
'SplitChargeSoftBondLimit.tendsto_neutral_minimiser' depends on axioms: [propext, Classical.choice, Quot.sound]
```

`energy_gap` is the parabola argument. Its `hexp` expands the energy along the line, using `interaction_symm` to merge the cross terms. To show that the slope `g` vanishes, it tries the step `-g / (s + 1)`, where `s` is $d\cdot Ad$; a nonzero slope would lower the energy below the minimum. The added 1 keeps the denominator positive even when $d=0$.

`sum_charge` gives charge conservation. `path_transfer` builds $P_v$ by induction on the chain: a single bond carries a unit transfer, an empty chain carries none, reversal changes the sign, and joining two chains adds their transfers.

`sq_charge_le` proves the Cauchy–Schwarz step directly, from the non-negative hardness form of $(A^{-1})_{ii}\,d-d_i\,w$. `penalty_bound` compares $p(\kappa)$ with $p_0$, and `charge_error` combines the two inequalities after dropping the non-negative penalty term.

The main proof collects the chain transfers in a matrix and applies it to `q`, which gives $p_0$. It then works atom by atom: `Real.abs_le_sqrt` turns the squared bound into a bound on the absolute error, and `squeeze_zero'` takes the limit. In `diatomic_witness`, both minimisations reduce to a positive multiple of a square, whose non-negativity is given to `nlinarith` as a hint.
